# A Givens rotation can remove any chosen off-diagonal entry of a real symmetric matrix

Let n be a finite index set that labels real orthonormal orbitals, and let A be a real n × n matrix, the matrix of a one-particle operator in these orbitals. Symmetry of A, Aᵀ = A, is assumed only from part (f) on, where it appears in Lean as `A.IsSymm`. The indices p and q are distinct throughout, and A_pq is called the coupling of the two orbitals.

```lean
import Mathlib

open Matrix

namespace JacobiRotation

noncomputable section

variable {n : Type*} [Fintype n] [DecidableEq n]
```

For a real angle θ write c = cos θ and s = sin θ. The Givens rotation G has as its columns p and q the rotated orbitals

G e_p = c e_p − s e_q

G e_q = s e_p + c e_q

and every other column is the unit vector e_j. This fixes the sign convention: G_pq = s and G_qp = −s. In the code, `i` is the row and `j` the column.

```lean
/-- The Givens rotation by the angle `θ` in the plane of the orbitals `p` and `q`:
columns `p` and `q` hold the rotated orbitals, every other column is a unit vector. -/
def givens (p q : n) (θ : ℝ) : Matrix n n ℝ :=
  Matrix.of fun i j =>
    if j = p then Real.cos θ * (if i = p then 1 else 0) - Real.sin θ * (if i = q then 1 else 0)
    else if j = q then
      Real.sin θ * (if i = p then 1 else 0) + Real.cos θ * (if i = q then 1 else 0)
    else if i = j then 1 else 0
```

The operator in the rotated orbitals has the matrix

B = Gᵀ A G

which is `rotate A p q θ` in the code. B depends on θ, although the symbol doesn't show it.

```lean
/-- The matrix `Gᵀ A G` of the operator `A` in the rotated orbitals. -/
def rotate (A : Matrix n n ℝ) (p q : n) (θ : ℝ) : Matrix n n ℝ :=
  (givens p q θ)ᵀ * A * givens p q θ
```

The distance from diagonal form is measured by

off(A) = Σ_i Σ_{j≠i} A_ij²

The sum runs over ordered pairs, so in a symmetric matrix each coupling is counted twice.

```lean
/-- The sum of the squares of all off-diagonal entries. -/
def offSq (A : Matrix n n ℝ) : ℝ :=
  ∑ i, ∑ j ∈ Finset.univ.erase i, A i j ^ 2
```

## (a) Multiplication by G from the right

Let M be any real n × n matrix. Show that, for every row i,

(MG)_ip = c M_ip − s M_iq

(MG)_iq = s M_ip + c M_iq

(MG)_ij = M_ij for j ≠ p, q.

By definition (MG)_ij = Σ_k M_ik G_kj. Column p of G has only the entries c in row p and −s in row q, so two terms survive. Column q has s and c in these rows, and any other column j has a single 1 in row j.

In the proof, `split_ifs` separates the three kinds of column, and `simp` evaluates the sums over Kronecker deltas.

```lean
/-- Multiplication by a Givens rotation from the right mixes columns `p` and `q` only. -/
theorem mul_givens_apply (M : Matrix n n ℝ) (p q : n) (θ : ℝ) (i j : n) :
    (M * givens p q θ) i j =
      if j = p then M i p * Real.cos θ - M i q * Real.sin θ
      else if j = q then M i p * Real.sin θ + M i q * Real.cos θ
      else M i j := by
  simp only [Matrix.mul_apply, givens, Matrix.of_apply]
  split_ifs <;> simp [mul_add, mul_sub, Finset.sum_add_distrib, Finset.sum_sub_distrib]
```

## (b) Multiplication by Gᵀ from the left

Show that, for every column j,

(GᵀM)_pj = c M_pj − s M_qj

(GᵀM)_qj = s M_pj + c M_qj

(GᵀM)_ij = M_ij for i ≠ p, q.

Since GᵀM = (MᵀG)ᵀ, the entry (GᵀM)_ij equals (MᵀG)_ji. Part (a), applied to Mᵀ with the two indices exchanged, gives the three lines. The Lean proof takes the same route.

```lean
/-- Multiplication by a transposed Givens rotation from the left mixes rows `p` and `q` only. -/
theorem givens_transpose_mul_apply (M : Matrix n n ℝ) (p q : n) (θ : ℝ) (i j : n) :
    ((givens p q θ)ᵀ * M) i j =
      if i = p then M p j * Real.cos θ - M q j * Real.sin θ
      else if i = q then M p j * Real.sin θ + M q j * Real.cos θ
      else M i j := by
  have h : (givens p q θ)ᵀ * M = (Mᵀ * givens p q θ)ᵀ := by
    rw [Matrix.transpose_mul, Matrix.transpose_transpose]
  rw [h]
  exact mul_givens_apply Mᵀ p q θ j i
```

## (c) The product of Gᵀ and G

Show that

GᵀG = 1.

Put M = G in (b). The four entries of the (p, q) block are

(GᵀG)_pp = c·c − s·(−s) = 1

(GᵀG)_pq = c·s − s·c = 0

(GᵀG)_qp = s·c + c·(−s) = 0

(GᵀG)_qq = s·s + c·c = 1.

For j ≠ p, q both G_pj and G_qj vanish, so rows p and q have no further entries. For i ≠ p, q row i of GᵀG is row i of G, which is a row of the unit matrix.

In Lean, `ext` reduces the claim to single entries, and `grind` works through the cases with s² + c² = 1.

```lean
/-- A Givens rotation in the plane of two distinct orbitals is an orthogonal matrix. -/
theorem givens_orthogonal {p q : n} (hpq : p ≠ q) (θ : ℝ) :
    (givens p q θ)ᵀ * givens p q θ = 1 := by
  ext i j
  rw [givens_transpose_mul_apply]
  simp only [givens, Matrix.of_apply, Matrix.one_apply]
  have h := Real.sin_sq_add_cos_sq θ
  grind
```

## (d) The trace of AAᵀ

Show that for every real square matrix A

tr(AAᵀ) = off(A) + Σ_i A_ii².

The diagonal entry (AAᵀ)_ii is Σ_j A_ij². Separate the term j = i from each of these row sums and add over i. The separation is `Finset.sum_erase_add` in the proof.

```lean
/-- The trace of `A Aᵀ` is the off-diagonal square sum plus the sum of the squared
diagonal entries. -/
theorem trace_mul_transpose_eq (A : Matrix n n ℝ) :
    (A * Aᵀ).trace = offSq A + ∑ i, A i i ^ 2 := by
  simp only [Matrix.trace, Matrix.diag_apply, Matrix.mul_apply, Matrix.transpose_apply, offSq]
  rw [← Finset.sum_add_distrib]
  refine Finset.sum_congr rfl fun i _ => ?_
  have h := Finset.sum_erase_add Finset.univ (fun j => A i j ^ 2) (Finset.mem_univ i)
  simp only [sq] at h ⊢
  exact h.symm
```

## (e) The trace after the rotation

Show that

tr(BBᵀ) = tr(AAᵀ).

For finite square matrices a left inverse is also a right inverse, so (c) gives GGᵀ = 1. With Bᵀ = GᵀAᵀG,

BBᵀ = GᵀA (GGᵀ) AᵀG = Gᵀ(AAᵀ)G.

Cyclic invariance of the trace then yields tr(BBᵀ) = tr(GGᵀAAᵀ) = tr(AAᵀ).

In the code, `hG` is GGᵀ = 1, `hB` is the displayed equation, and `Matrix.trace_mul_comm` supplies the cyclic step.

```lean
/-- A Givens rotation leaves the sum of the squares of all matrix entries, written as the
trace of `A Aᵀ`, unchanged. -/
theorem trace_rotate (A : Matrix n n ℝ) {p q : n} (hpq : p ≠ q) (θ : ℝ) :
    (rotate A p q θ * (rotate A p q θ)ᵀ).trace = (A * Aᵀ).trace := by
  have hG : givens p q θ * (givens p q θ)ᵀ = 1 :=
    mul_eq_one_comm.mp (givens_orthogonal hpq θ)
  have hB : rotate A p q θ * (rotate A p q θ)ᵀ
      = (givens p q θ)ᵀ * (A * Aᵀ) * givens p q θ := by
    calc rotate A p q θ * (rotate A p q θ)ᵀ
        = (givens p q θ)ᵀ * A * (givens p q θ * (givens p q θ)ᵀ) * Aᵀ * givens p q θ := by
          simp only [rotate, Matrix.transpose_mul, Matrix.transpose_transpose, Matrix.mul_assoc]
      _ = (givens p q θ)ᵀ * (A * Aᵀ) * givens p q θ := by
          rw [hG, Matrix.mul_one, Matrix.mul_assoc (givens p q θ)ᵀ A Aᵀ]
  rw [hB, Matrix.trace_mul_comm, ← Matrix.mul_assoc (givens p q θ) (givens p q θ)ᵀ, hG,
    Matrix.one_mul]
```

## (f) The coupling as a function of the angle

From here on A is symmetric. Show that

B_pq = A_pq cos 2θ − ½(A_qq − A_pp) sin 2θ.

Apply (a) to the matrix GᵀA and then (b) to A:

B_pq = s (GᵀA)_pp + c (GᵀA)_pq

= s(c A_pp − s A_qp) + c(c A_pq − s A_qq)

= (c² − s²) A_pq − sc (A_qq − A_pp).

The last line uses A_qp = A_pq. The double-angle formulas cos 2θ = c² − s² and sin 2θ = 2sc finish the calculation. The Lean proof rewrites with the same formulas and leaves the algebra to `ring`.

```lean
/-- The coupling between the two rotated orbitals as a function of the rotation angle. -/
theorem rotate_pivot {A : Matrix n n ℝ} (hA : A.IsSymm) {p q : n} (hpq : p ≠ q) (θ : ℝ) :
    rotate A p q θ p q =
      A p q * Real.cos (2 * θ) - (A q q - A p p) / 2 * Real.sin (2 * θ) := by
  have hs : A q p = A p q := hA.apply p q
  rw [rotate, mul_givens_apply, Real.cos_two_mul', Real.sin_two_mul]
  simp only [givens_transpose_mul_apply, hpq.symm, if_true, if_false, hs]
  ring
```

## (g) The off-diagonal square sum at any angle

Show that for every θ

off(B) = off(A) − 2A_pq² + 2B_pq².

By (a) and (b), B_ii = A_ii for i ≠ p, q, so only two diagonal entries change:

B_pp = c² A_pp − 2sc A_pq + s² A_qq

B_qq = s² A_pp + 2sc A_pq + c² A_qq.

Their sum is A_pp + A_qq. With d = A_qq − A_pp, their difference and the coupling from (f) are

B_qq − B_pp = d cos 2θ + 2A_pq sin 2θ

2B_pq = 2A_pq cos 2θ − d sin 2θ.

This is a rotation of the point (d, 2A_pq), so

(B_qq − B_pp)² + 4B_pq² = d² + 4A_pq².

Add the square of the conserved sum to both sides and halve the result:

B_pp² + B_qq² + 2B_pq² = A_pp² + A_qq² + 2A_pq².

Parts (d) and (e) give off(B) + Σ_i B_ii² = off(A) + Σ_i A_ii². Therefore

off(B) = off(A) − (B_pp² + B_qq² − A_pp² − A_qq²) = off(A) − 2A_pq² + 2B_pq².

In the proof, `hdiag` records the change of the diagonal and `hblock` the conservation within the block. Lean obtains `hblock` by expanding everything into a polynomial in s and c: the left side is the right side times (s² + c²)², and `linear_combination` uses s² + c² = 1. Finally `linarith` combines the balances.

```lean
/-- For every rotation angle, the off-diagonal square sum changes by twice the change of the
squared coupling between the two rotated orbitals. -/
theorem offSq_rotate {A : Matrix n n ℝ} (hA : A.IsSymm) {p q : n} (hpq : p ≠ q) (θ : ℝ) :
    offSq (rotate A p q θ) = offSq A - 2 * A p q ^ 2 + 2 * rotate A p q θ p q ^ 2 := by
  have hs : A q p = A p q := hA.apply p q
  -- only the diagonal entries `p` and `q` change
  have hdiag : ∑ i, (rotate A p q θ i i ^ 2 - A i i ^ 2)
      = (rotate A p q θ p p ^ 2 - A p p ^ 2) + (rotate A p q θ q q ^ 2 - A q q ^ 2) := by
    refine Fintype.sum_eq_add p q hpq fun i hi => ?_
    rw [rotate, mul_givens_apply]
    simp only [givens_transpose_mul_apply, hi.1, hi.2, if_false, sub_self]
  rw [Finset.sum_sub_distrib] at hdiag
  -- the square sum of the two-by-two block is conserved
  have hblock : rotate A p q θ p p ^ 2 + rotate A p q θ q q ^ 2 + 2 * rotate A p q θ p q ^ 2
      = A p p ^ 2 + A q q ^ 2 + 2 * A p q ^ 2 := by
    simp only [rotate, mul_givens_apply, givens_transpose_mul_apply, hpq.symm, if_true,
      if_false, hs]
    linear_combination (A p p ^ 2 + A q q ^ 2 + 2 * A p q ^ 2) *
      (Real.sin θ ^ 2 + Real.cos θ ^ 2 + 1) * Real.sin_sq_add_cos_sq θ
  have htrace := trace_rotate A hpq θ
  rw [trace_mul_transpose_eq, trace_mul_transpose_eq] at htrace
  linarith
```

## (h) An angle that removes the coupling

Show that some θ satisfies both

B_pq = 0

off(B) = off(A) − 2A_pq².

Write the point (A_qq − A_pp, 2A_pq) in polar coordinates:

r cos φ = A_qq − A_pp

r sin φ = 2A_pq.

Choose θ = φ/2. By (f),

B_pq = ½ r sin φ cos φ − ½ r cos φ sin φ = 0,

and (g) gives the second equation. Nothing is divided by A_qq − A_pp, so equal diagonal entries need no separate treatment. If r = 0, the coupling is already zero and any φ will do.

Lean takes r and φ as the norm and argument of the complex number with these coordinates. The vanishing coupling is `hzero`, where `linear_combination` weights the two polar equations by ½ sin φ and −½ cos φ. The theorem states the existence of a real θ and writes out the product GᵀAG in full.

This is one step of Jacobi's eigenvalue method. Convergence of repeated steps is a separate question, since a later rotation in another plane can make B_pq nonzero again. For a fixed real Fock matrix in a finite orthonormal basis, the step makes the matrix element between the two rotated orbitals zero, while each of them can still couple to the remaining orbitals; the change of the Fock matrix with the orbitals during a self-consistent calculation is not part of the model.

```lean
/-- **Jacobi step.** For a real symmetric matrix and two distinct orbitals, some Givens rotation
in their plane removes their coupling and lowers the off-diagonal square sum by exactly
twice the square of that coupling. -/
theorem exists_jacobi_rotation {A : Matrix n n ℝ} (hA : A.IsSymm) {p q : n} (hpq : p ≠ q) :
    ∃ θ : ℝ, ((givens p q θ)ᵀ * A * givens p q θ) p q = 0 ∧
      offSq ((givens p q θ)ᵀ * A * givens p q θ) = offSq A - 2 * A p q ^ 2 := by
  -- twice the angle is the polar angle of the point `(A q q - A p p, 2 * A p q)`
  obtain ⟨φ, r, hc, hs⟩ : ∃ φ r : ℝ,
      r * Real.cos φ = A q q - A p p ∧ r * Real.sin φ = 2 * A p q :=
    ⟨Complex.arg ⟨A q q - A p p, 2 * A p q⟩, ‖(⟨A q q - A p p, 2 * A p q⟩ : ℂ)‖,
      Complex.norm_mul_cos_arg _, Complex.norm_mul_sin_arg _⟩
  have hzero : rotate A p q (φ / 2) p q = 0 := by
    rw [rotate_pivot hA hpq, show 2 * (φ / 2) = φ by ring]
    linear_combination (Real.sin φ / 2) * hc - (Real.cos φ / 2) * hs
  have hoff := offSq_rotate hA hpq (φ / 2)
  rw [hzero] at hoff
  refine ⟨φ / 2, hzero, ?_⟩
  change offSq (rotate A p q (φ / 2)) = _
  linarith
```

## (i) The best angle in the plane

Show that for every θ

off(B) ≥ off(A) − 2A_pq²,

with equality exactly when B_pq = 0.

By (g) the two sides differ by 2B_pq², which is never negative and vanishes only for B_pq = 0. The angle of (h) is thus optimal among all rotations in the same plane; the comparison does not extend to different choices of p and q.

In Lean, `sq_nonneg` gives the inequality, and the two directions of the equivalence follow from (g) by linear arithmetic and the fact that a real number with zero square is zero.

```lean
/-- No rotation in the `(p, q)` plane lowers the off-diagonal square sum by more than
`2 * A p q ^ 2`, and this amount is reached exactly when the rotated coupling vanishes. -/
theorem jacobi_rotation_optimal {A : Matrix n n ℝ} (hA : A.IsSymm) {p q : n} (hpq : p ≠ q)
    (θ : ℝ) :
    offSq A - 2 * A p q ^ 2 ≤ offSq (rotate A p q θ) ∧
      (offSq (rotate A p q θ) = offSq A - 2 * A p q ^ 2 ↔ rotate A p q θ p q = 0) := by
  have h := offSq_rotate hA hpq θ
  refine ⟨by linarith [sq_nonneg (rotate A p q θ p q)], fun he => ?_, fun hz => ?_⟩
  · have hsq : rotate A p q θ p q ^ 2 = 0 := by linarith
    exact pow_eq_zero_iff two_ne_zero |>.mp hsq
  · rw [hz] at h
    linarith

end

end JacobiRotation
```

```lean
#print axioms JacobiRotation.exists_jacobi_rotation
-- 'JacobiRotation.exists_jacobi_rotation' depends on axioms: [propext, Classical.choice, Quot.sound]
#print axioms JacobiRotation.jacobi_rotation_optimal
-- 'JacobiRotation.jacobi_rotation_optimal' depends on axioms: [propext, Classical.choice, Quot.sound]
```
